# The squared norm of an orbital φ + wψ and its overlap with φ, for normalised φ orthogonal to ψ

In a real inner product space, let φ be a unit vector with Hφ = E₀φ, and let ψ be orthogonal to φ with (H − E₀)ψ = φ, where H is linear and not assumed symmetric. The lemma says that the orbital φ + wψ, a model of a linear muffin-tin orbital inside one sphere, has inner product 1 with φ and squared norm 1 + p w², where p = ‖ψ‖². The orbital is not normalised; after normalisation its overlap with φ would be 1/√(1 + p w²). The proof uses only the orthogonality and the unit norm of φ: it expands the inner products with `simp only` and leaves the remaining algebra to `ring`.

The first attempt, which Lean rejects:

```lean
import Mathlib

open scoped InnerProductSpace

namespace OrbitalOverlaps

noncomputable section

variable {V : Type*} [NormedAddCommGroup V] [InnerProductSpace ℝ V]

/-- `φ` is a normalised solution at energy `E0`, and `ψ` is orthogonal to `φ` and solves the
energy-differentiated equation `(H - E0) ψ = φ`. -/
structure IsOrbitalPair (H : V →ₗ[ℝ] V) (E0 : ℝ) (φ ψ : V) : Prop where
  solution : H φ = E0 • φ
  derivative : H ψ = E0 • ψ + φ
  unit : ‖φ‖ = 1
  orth : ⟪φ, ψ⟫_ℝ = 0

/-- The combination `φ + w ψ`, which models a linear muffin-tin orbital inside one sphere. -/
def orbital (φ ψ : V) (w : ℝ) : V := φ + w • ψ

variable {H : V →ₗ[ℝ] V} {U : Submodule ℝ V} {E0 E : ℝ} {φ ψ u : V}

/-- If `φ`, `ψ` are an orbital pair of `H` at energy `E0` (`IsOrbitalPair`), then the orbital
`φ + w ψ` has unit overlap with `φ`, and its squared norm is `1 + p w²` with `p = ‖ψ‖²`. -/
theorem orbital_overlaps (h : IsOrbitalPair H E0 φ ψ) (w : ℝ) :
    ⟪orbital φ ψ w, φ⟫_ℝ = 1 ∧ ‖orbital φ ψ w‖ ^ 2 = 1 + ‖ψ‖ ^ 2 * w ^ 2 := by
  have h' : ⟪ψ, φ⟫_ℝ = 0 := by rw [real_inner_comm]; exact h.orth
  constructor
  · simp only [orbital, inner_add_left, real_inner_smul_left, h',
      real_inner_self_eq_norm_sq, h.unit]
    ring
  · rw [← real_inner_self_eq_norm_sq (orbital φ ψ w)]
    simp only [orbital, inner_add_left, inner_add_right, real_inner_smul_left,
      real_inner_smul_right, h', h.orth, real_inner_self_eq_norm_sq, h.unit]
    ring

end

end OrbitalOverlaps
```

The compiler's answer:

```
Try this:
  [apply] ring_nf
  
  The `ring` tactic failed to close the goal. Use `ring_nf` to obtain a normal form.
    
  Note that `ring` works primarily in *commutative* rings. If you have a noncommutative ring, abelian group or module, consider using `noncomm_ring`, `abel` or `module` instead.
Main.lean:33:2: error: unsolved goals
case right
V : Type u_1
inst✝¹ : NormedAddCommGroup V
inst✝ : InnerProductSpace ℝ V
H : V →ₗ[ℝ] V
E0 : ℝ
φ ψ : V
h : IsOrbitalPair H E0 φ ψ
w : ℝ
h' : ⟪ψ, φ⟫_ℝ = 0
⊢ 1 + ‖w • ψ‖ ^ 2 = 1 + w ^ 2 * ‖ψ‖ ^ 2
```

The error is in the second part, the squared norm. The "Try this" message says that `ring` could not close the goal, and the error shows what was left: `‖w • ψ‖ ^ 2` on one side and `w ^ 2 * ‖ψ‖ ^ 2` on the other. These are equal, but `ring` does not know how a norm acts on a scalar multiple, and treats `‖w • ψ‖` as an atom.

The norm arose in the `simp only` call. The term `⟪w • ψ, w • ψ⟫_ℝ` fits both the lemmas that pull out scalars and `real_inner_self_eq_norm_sq`. The latter was applied first, and then `w` was shut inside a norm, where no lemma in the list could reach it.

The repair splits the call in two. The first `simp only` has no norm lemma, so it takes both factors of `w` out and leaves `⟪ψ, ψ⟫_ℝ`. The second turns this into `‖ψ‖ ^ 2`, and `⟪φ, φ⟫_ℝ` into `‖φ‖ ^ 2`, where `h.unit` puts 1 for `‖φ‖`. What remains is ordinary algebra, which `ring` proves.

As a diff, the version that Lean accepts:

```diff
@@ -33,5 +33,6 @@
   · rw [← real_inner_self_eq_norm_sq (orbital φ ψ w)]
     simp only [orbital, inner_add_left, inner_add_right, real_inner_smul_left,
-      real_inner_smul_right, h', h.orth, real_inner_self_eq_norm_sq, h.unit]
+      real_inner_smul_right, h', h.orth]
+    simp only [real_inner_self_eq_norm_sq, h.unit]
     ring
 
```
